# Total reflection and evanescent decay of the LEED state in a gap of a lossless one-dimensional crystal

## A crystal given by its transfer matrix

The crystal enters here as one real $2\times2$ matrix $M$, not as a potential. It carries the wave function and its derivative, $(\psi,\psi')$, across one cell, and a half-infinite crystal is the sequence of powers $M^n$, $n=0,1,2,\dots$ A state is evanescent if the pair $(\psi,\psi')$ at the cell boundaries tends to zero as $n\to\infty$.

Two conditions on $M$ carry physics. Its entries are real because the potential and the energy are real, so there is no absorption. Its determinant is 1 because the Wronskian of two solutions of the Schrödinger equation is constant.

Outside the crystal, an electron of wave number $k>0$ arrives with unit amplitude and is reflected with complex amplitude $r$. With the surface at $x=0$, the wave $e^{ikx}+re^{-ikx}$ gives the surface data
$$v_0=(1+r,\; ik(1-r)).$$
This is the form of the state in low-energy electron diffraction (LEED). Below, "LEED state with amplitude $r$" means these surface data for any complex $r$. In a gap the physical amplitude is the one whose state decays into the crystal, since every other choice grows without bound there. The time reverse of the physical LEED state is the final state in one-step photoemission. In this one-dimensional, absorption-free model, a final-state energy in a gap therefore means a final state that decays into the crystal, although it remains an extended wave outside.

## What is proved

Let $\det M=1$ and $k>0$.

- **In a gap** (`gap_total_reflection`): if $|\mathrm{tr}\,M|>2$, there are a complex $r$ and a real $\mu\neq0$ with $|r|=1$, $|\mu|<1$ and $\mu+1/\mu=\mathrm{tr}\,M$. The state after $n$ cells is $\mu^n v_0$, its current is zero for every $n$, and a LEED state with amplitude $s$ decays if and only if $s=r$.
- **Gap criterion** (`decaying_state_iff_gap`): a decaying LEED state exists if and only if $|\mathrm{tr}\,M|>2$.

In Lean, `leedState k r` is $v_0$, and `cellState M n v` is $M^n v$ with the real entries of $M$ read as complex numbers. `current` is $j=\mathrm{Im}(\psi^*\psi')$, in units $\hbar/m=1$. Decay is `Tendsto … atTop (𝓝 0)`, for both components together.

The matrix $M$ and the number $k$ are independent inputs; neither is computed from a potential or an energy. The model has one beam, matches the plane waves directly to the first cell, and leaves out the inelastic damping present in real LEED.

## Current and uniqueness

Write $v_n=M^nv_0$. One cell changes the current to
$$\mathrm{Im}\big[(M_{00}\psi+M_{01}\psi')^*(M_{10}\psi+M_{11}\psi')\big]=(M_{00}M_{11}-M_{01}M_{10})\,\mathrm{Im}(\psi^*\psi'),$$
since the terms in $|\psi|^2$ and $|\psi'|^2$ are real and $\mathrm{Im}(\psi'^*\psi)=-\mathrm{Im}(\psi^*\psi')$. With $\det M=1$ the current is conserved. If $v_n\to0$, then $j(v_n)\to0$, so $j(v_0)=0$. At the surface,
$$j(v_0)=k\,\mathrm{Re}\big[(1+r^*)(1-r)\big]=k(1-|r|^2),$$
and therefore $|r|=1$.

If the LEED states with amplitudes $r$ and $s$ both decay, so does their difference $(r-s,\,-ik(r-s))$. Its current is $-k|r-s|^2$, which must vanish. Hence $r=s$.

## Existence in the gap

Let $t=\mathrm{tr}\,M$ with $|t|>2$. The equation $\mu^2-t\mu+1=0$ has two distinct real roots with product 1, so one of them satisfies $0<|\mu|<1$. Since $\det(M-\mu)=\mu^2-t\mu+1=0$, there is a real nonzero vector $u=(u_0,u_1)$ with $Mu=\mu u$.

Matching at the surface requires a complex $c$ with
$$1+r=cu_0,\qquad ik(1-r)=cu_1.$$
Multiplying the first equation by $ik$ and adding the second gives $c(iku_0+u_1)=2ik$. The bracket is nonzero, because its real part is $u_1$ and its imaginary part is $ku_0$. Thus
$$r=\frac{iku_0-u_1}{iku_0+u_1},\qquad v_n=\mu^n v_0\to0.$$

## No decay without a gap

Let $|t|\le2$. Cayley–Hamilton gives $M^2=tM-1$, so the real and imaginary parts of each component of $v_n$ are real sequences with $x_{n+2}=tx_{n+1}-x_n$. The form
$$Q_n=x_n^2-tx_nx_{n+1}+x_{n+1}^2$$
is constant, because
$$Q_{n+1}=x_{n+1}^2+x_{n+2}(x_{n+2}-tx_{n+1})=x_{n+1}^2-x_{n+2}x_n=Q_n.$$
If $x_n\to0$, then $Q_n=0$ for all $n$. But $|t|\le2$ gives $Q_n\ge(|x_n|-|x_{n+1}|)^2$, so $|x_n|$ is constant, and its limit is zero. Hence $x_0=0$. Applied to all parts of $v_0$, this gives $1+r=0$ and $1-r=0$, a contradiction.

## The band edge

As $|t|$ falls to 2, $|\mu|$ rises to 1 and the decay length diverges. At $|t|=2$ there is no decaying state. An example is a constant potential equal to the energy, with cell length $a$:
$$M=\begin{pmatrix}1&a\\0&1\end{pmatrix}.$$
Here $r=1$ gives $v_n=(2,0)$ for all $n$: the wave is totally reflected and carries no current, yet it does not decay.

## The Lean file

```lean
import Mathlib

open Matrix Filter Topology ComplexConjugate

namespace LEEDGapReflection

noncomputable section

/-- The pair (ψ, ψ′) at the surface for an incident plane wave of unit amplitude and
wave number `k` together with a reflected wave of amplitude `r`. -/
def leedState (k : ℝ) (r : ℂ) : Fin 2 → ℂ :=
  ![1 + r, Complex.I * k * (1 - r)]

/-- The pair (ψ, ψ′) after `n` crystal cells with real transfer matrix `M`,
starting from the surface values `v`. -/
def cellState (M : Matrix (Fin 2) (Fin 2) ℝ) (n : ℕ) (v : Fin 2 → ℂ) : Fin 2 → ℂ :=
  (M.map (fun x : ℝ => (x : ℂ))) ^ n *ᵥ v

/-- The probability current Im(ψ* ψ′), in units where ħ/m = 1. -/
def current (v : Fin 2 → ℂ) : ℝ := (conj (v 0) * v 1).im

/-- One more cell acts on ψ and ψ′ through the entries of the transfer matrix. -/
theorem cellState_succ (M : Matrix (Fin 2) (Fin 2) ℝ) (n : ℕ) (v : Fin 2 → ℂ) :
    cellState M (n + 1) v 0 = M 0 0 * cellState M n v 0 + M 0 1 * cellState M n v 1 ∧
    cellState M (n + 1) v 1 = M 1 0 * cellState M n v 0 + M 1 1 * cellState M n v 1 := by
  have h : cellState M (n + 1) v =
      (M.map (fun x : ℝ => (x : ℂ))) *ᵥ cellState M n v := by
    simp only [cellState, pow_succ', Matrix.mulVec_mulVec]
  rw [h]
  constructor <;> simp [Matrix.mulVec, dotProduct, Fin.sum_univ_two]

/-- For a transfer matrix of determinant one, ψ and ψ′ in three successive cells obey a
recurrence that contains only the trace. -/
theorem cellState_recurrence (M : Matrix (Fin 2) (Fin 2) ℝ) (hdet : M.det = 1)
    (v : Fin 2 → ℂ) (n : ℕ) (i : Fin 2) :
    cellState M (n + 2) v i =
      (M.trace : ℂ) * cellState M (n + 1) v i - cellState M n v i := by
  rw [Matrix.det_fin_two] at hdet
  have hd : (M 0 0 : ℂ) * M 1 1 - M 0 1 * M 1 0 = 1 := by exact_mod_cast hdet
  obtain ⟨p0, p1⟩ := cellState_succ M n v
  obtain ⟨q0, q1⟩ := cellState_succ M (n + 1) v
  rw [Matrix.trace_fin_two]
  push_cast
  revert i
  refine Fin.forall_fin_two.mpr ⟨?_, ?_⟩
  · linear_combination q0 - (M 1 1 : ℂ) * p0 + (M 0 1 : ℂ) * p1 - cellState M n v 0 * hd
  · linear_combination q1 + (M 1 0 : ℂ) * p0 - (M 0 0 : ℂ) * p1 - cellState M n v 1 * hd

/-- A real transfer matrix of determinant one conserves the current from cell to cell. -/
theorem current_conserved (M : Matrix (Fin 2) (Fin 2) ℝ) (hdet : M.det = 1)
    (v : Fin 2 → ℂ) (n : ℕ) : current (cellState M n v) = current v := by
  rw [Matrix.det_fin_two] at hdet
  induction n with
  | zero => simp [cellState]
  | succ n ih =>
    obtain ⟨h0, h1⟩ := cellState_succ M n v
    rw [← ih]
    simp only [current, h0, h1, Complex.mul_im, Complex.mul_re, Complex.conj_re,
      Complex.conj_im, Complex.add_re, Complex.add_im, Complex.ofReal_re, Complex.ofReal_im]
    linear_combination ((cellState M n v 0).re * (cellState M n v 1).im
      - (cellState M n v 0).im * (cellState M n v 1).re) * hdet

/-- If the transfer matrix has determinant one, a state that decays into the crystal
carries no current. -/
theorem current_eq_zero_of_decay (M : Matrix (Fin 2) (Fin 2) ℝ) (hdet : M.det = 1)
    (v : Fin 2 → ℂ) (h : Tendsto (fun n => cellState M n v) atTop (𝓝 0)) :
    current v = 0 := by
  have hc : Continuous current := by
    show Continuous (fun v : Fin 2 → ℂ => (conj (v 0) * v 1).im)
    exact Complex.continuous_im.comp
      ((Complex.continuous_conj.comp (continuous_apply 0)).mul (continuous_apply 1))
  have h2 : Tendsto (fun _ : ℕ => current v) atTop (𝓝 (current 0)) :=
    ((hc.tendsto 0).comp h).congr (fun n => current_conserved M hdet v n)
  rw [tendsto_nhds_unique tendsto_const_nhds h2]
  simp [current]

/-- For determinant one and `k > 0`, at most one reflection amplitude gives a LEED state
that decays into the crystal. -/
theorem reflection_unique (M : Matrix (Fin 2) (Fin 2) ℝ) (hdet : M.det = 1)
    {k : ℝ} (hk : 0 < k) {r s : ℂ}
    (hr : Tendsto (fun n => cellState M n (leedState k r)) atTop (𝓝 0))
    (hs : Tendsto (fun n => cellState M n (leedState k s)) atTop (𝓝 0)) : r = s := by
  -- the difference of the two states is a purely outgoing wave, and it decays
  have hd : Tendsto (fun n => cellState M n (leedState k r - leedState k s))
      atTop (𝓝 0) := by
    have h := hr.sub hs
    rw [sub_zero] at h
    exact h.congr (fun n => by simp only [cellState, Matrix.mulVec_sub])
  have hj : current (leedState k r - leedState k s) = -k * Complex.normSq (r - s) := by
    show (conj ((1 + r) - (1 + s)) *
      (Complex.I * k * (1 - r) - Complex.I * k * (1 - s))).im = _
    simp only [Complex.normSq_apply, Complex.mul_im, Complex.mul_re, Complex.conj_re,
      Complex.conj_im, Complex.add_re, Complex.add_im, Complex.sub_re, Complex.sub_im,
      Complex.ofReal_re, Complex.ofReal_im, Complex.I_re, Complex.I_im,
      Complex.one_re, Complex.one_im]
    ring
  rw [current_eq_zero_of_decay M hdet _ hd] at hj
  have hz : Complex.normSq (r - s) = 0 :=
    (mul_eq_zero.mp hj.symm).resolve_left (neg_ne_zero.mpr hk.ne')
  exact sub_eq_zero.mp (Complex.normSq_eq_zero.mp hz)

/-- If the trace `t` exceeds two in modulus, there is a real nonzero multiplier μ of
modulus below one with μ + 1/μ = t. -/
theorem exists_multiplier (t : ℝ) (ht : 2 < |t|) :
    ∃ μ : ℝ, μ ≠ 0 ∧ |μ| < 1 ∧ μ + μ⁻¹ = t := by
  have key : ∀ t : ℝ, 2 < t → ∃ μ : ℝ, 0 < μ ∧ μ < 1 ∧ μ + μ⁻¹ = t := by
    intro t ht
    have hs : √(t ^ 2 - 4) ^ 2 = t ^ 2 - 4 := Real.sq_sqrt (by nlinarith)
    have h0 := Real.sqrt_nonneg (t ^ 2 - 4)
    set s := √(t ^ 2 - 4)
    have h1 : s < t := by nlinarith
    have h2 : t - 2 < s := by nlinarith
    have hinv : ((t - s) / 2)⁻¹ = (t + s) / 2 :=
      inv_eq_of_mul_eq_one_right (by linear_combination -hs / 4)
    exact ⟨(t - s) / 2, by linarith, by linarith, by rw [hinv]; ring⟩
  rcases lt_abs.mp ht with h | h
  · obtain ⟨μ, h0, h1, h2⟩ := key t h
    exact ⟨μ, h0.ne', by rwa [abs_of_pos h0], h2⟩
  · obtain ⟨μ, h0, h1, h2⟩ := key (-t) h
    exact ⟨-μ, neg_ne_zero.mpr h0.ne', by rwa [abs_neg, abs_of_pos h0],
      by rw [inv_neg]; linarith⟩

/-- In a gap (determinant one, trace above two in modulus) and for `k > 0`, exactly one
reflection amplitude gives a decaying LEED state. It has modulus one, and the state shrinks
by a fixed real factor per cell and carries no current in any cell. -/
theorem gap_total_reflection (M : Matrix (Fin 2) (Fin 2) ℝ) (hdet : M.det = 1)
    (hgap : 2 < |M.trace|) {k : ℝ} (hk : 0 < k) :
    ∃ (r : ℂ) (μ : ℝ), ‖r‖ = 1 ∧ μ ≠ 0 ∧ |μ| < 1 ∧ μ + μ⁻¹ = M.trace ∧
      (∀ n, cellState M n (leedState k r) = (μ : ℂ) ^ n • leedState k r) ∧
      (∀ n, current (cellState M n (leedState k r)) = 0) ∧
      ∀ s : ℂ, Tendsto (fun n => cellState M n (leedState k s)) atTop (𝓝 0) ↔ s = r := by
  obtain ⟨μ, hμ0, hμ1, hμ⟩ := exists_multiplier M.trace hgap
  -- a real eigenvector for the decaying multiplier
  have hd : (!![M 0 0 - μ, M 0 1; M 1 0, M 1 1 - μ]).det = 0 := by
    have hi : μ * μ⁻¹ = 1 := mul_inv_cancel₀ hμ0
    rw [Matrix.trace_fin_two] at hμ
    rw [Matrix.det_fin_two] at hdet
    rw [Matrix.det_fin_two_of]
    linear_combination hdet + μ * hμ - hi
  obtain ⟨u, hu, hMu⟩ := Matrix.exists_mulVec_eq_zero_iff.mpr hd
  have e0 : (M 0 0 - μ) * u 0 + M 0 1 * u 1 = 0 := by
    simpa [Matrix.mulVec, dotProduct, Fin.sum_univ_two] using congrFun hMu 0
  have e1 : M 1 0 * u 0 + (M 1 1 - μ) * u 1 = 0 := by
    simpa [Matrix.mulVec, dotProduct, Fin.sum_univ_two] using congrFun hMu 1
  have E0 : ((M 0 0 : ℂ) - μ) * u 0 + M 0 1 * u 1 = 0 := by exact_mod_cast e0
  have E1 : (M 1 0 : ℂ) * u 0 + (M 1 1 - μ) * u 1 = 0 := by exact_mod_cast e1
  have hD : Complex.I * k * u 0 + u 1 ≠ 0 := by
    intro h
    have hre : u 1 = 0 := by simpa using congrArg Complex.re h
    have him : k * u 0 = 0 := by simpa using congrArg Complex.im h
    have h0 : u 0 = 0 := (mul_eq_zero.mp him).resolve_left hk.ne'
    exact hu (funext (Fin.forall_fin_two.mpr ⟨h0, hre⟩))
  -- match the eigenvector to the plane waves outside
  obtain ⟨c, hc⟩ : ∃ c : ℂ, c * (Complex.I * k * u 0 + u 1) = 2 * Complex.I * k :=
    ⟨_, div_mul_cancel₀ _ hD⟩
  obtain ⟨r, hr⟩ : ∃ r : ℂ, r = c * u 0 - 1 := ⟨_, rfl⟩
  have v0 : leedState k r 0 = c * u 0 := by
    show 1 + r = _
    rw [hr]; ring
  have v1 : leedState k r 1 = c * u 1 := by
    show Complex.I * k * (1 - r) = _
    rw [hr]; linear_combination -hc
  have hgeo : ∀ n, cellState M n (leedState k r) = (μ : ℂ) ^ n • leedState k r := by
    intro n
    induction n with
    | zero => simp [cellState]
    | succ n ih =>
      obtain ⟨p0, p1⟩ := cellState_succ M n (leedState k r)
      simp only [ih, Pi.smul_apply, smul_eq_mul, v0, v1] at p0 p1
      refine funext (Fin.forall_fin_two.mpr ⟨?_, ?_⟩)
      · rw [p0, Pi.smul_apply, smul_eq_mul, v0]
        linear_combination (μ : ℂ) ^ n * c * E0
      · rw [p1, Pi.smul_apply, smul_eq_mul, v1]
        linear_combination (μ : ℂ) ^ n * c * E1
  have hdecay : Tendsto (fun n => cellState M n (leedState k r)) atTop (𝓝 0) := by
    have hn : ‖(μ : ℂ)‖ < 1 := by rwa [Complex.norm_real, Real.norm_eq_abs]
    have h := (tendsto_pow_atTop_nhds_zero_of_norm_lt_one hn).smul_const (leedState k r)
    rw [zero_smul] at h
    exact h.congr (fun n => (hgeo n).symm)
  have hJ := current_eq_zero_of_decay M hdet _ hdecay
  -- the surface current is k(1 - |r|²)
  have hj : current (leedState k r) = k * (1 - Complex.normSq r) := by
    show (conj (1 + r) * (Complex.I * k * (1 - r))).im = _
    simp only [Complex.normSq_apply, Complex.mul_im, Complex.mul_re, Complex.conj_re,
      Complex.conj_im, Complex.add_re, Complex.add_im, Complex.sub_re, Complex.sub_im,
      Complex.ofReal_re, Complex.ofReal_im, Complex.I_re, Complex.I_im,
      Complex.one_re, Complex.one_im]
    ring
  have hnorm : ‖r‖ = 1 := by
    rw [hJ, Complex.normSq_eq_norm_sq] at hj
    have h := (mul_eq_zero.mp hj.symm).resolve_left hk.ne'
    exact (sq_eq_sq₀ (norm_nonneg r) zero_le_one).mp (by linarith)
  refine ⟨r, μ, hnorm, hμ0, hμ1, hμ, hgeo, fun n => ?_, fun s => ⟨fun hs => ?_, ?_⟩⟩
  · rw [current_conserved M hdet, hJ]
  · exact reflection_unique M hdet hk hs hdecay
  · rintro rfl
    exact hdecay

/-- A real solution of the cell recurrence with trace at most two in modulus can tend to
zero only if its initial value is zero. -/
theorem no_decay_in_band (t : ℝ) (ht : |t| ≤ 2) (x : ℕ → ℝ)
    (hx : ∀ n, x (n + 2) = t * x (n + 1) - x n) (h : Tendsto x atTop (𝓝 0)) :
    x 0 = 0 := by
  -- a conserved quadratic form
  have hQ : ∀ n, x n ^ 2 - t * x n * x (n + 1) + x (n + 1) ^ 2 =
      x 0 ^ 2 - t * x 0 * x 1 + x 1 ^ 2 := by
    intro n
    induction n with
    | zero => rfl
    | succ n ih =>
      rw [show n + 1 + 1 = n + 2 from rfl, hx n]
      linear_combination ih
  have h1 : Tendsto (fun n => x (n + 1)) atTop (𝓝 0) := h.comp (tendsto_add_atTop_nat 1)
  have hlim := (((h.pow 2).sub ((h.const_mul t).mul h1)).add (h1.pow 2)).congr hQ
  have hQ0 := tendsto_nhds_unique tendsto_const_nhds hlim
  -- its vanishing forces a constant modulus
  have habs : ∀ n, |x n| = |x 0| := by
    intro n
    induction n with
    | zero => rfl
    | succ n ih =>
      have hb : t * (x n * x (n + 1)) ≤ 2 * (|x n| * |x (n + 1)|) := by
        calc t * (x n * x (n + 1)) ≤ |t * (x n * x (n + 1))| := le_abs_self _
          _ = |t| * (|x n| * |x (n + 1)|) := by rw [abs_mul, abs_mul]
          _ ≤ 2 * (|x n| * |x (n + 1)|) := by gcongr
      have hq := hQ n
      have hsq : (|x (n + 1)| - |x n|) ^ 2 = 0 :=
        le_antisymm (by nlinarith [sq_abs (x n), sq_abs (x (n + 1))]) (sq_nonneg _)
      have hz := pow_eq_zero_iff (two_ne_zero) |>.mp hsq
      linarith
  have ha := tendsto_nhds_unique tendsto_const_nhds (h.abs.congr habs)
  simpa using ha

/-- For determinant one and `k > 0`, a LEED state that decays into the crystal exists
exactly when the trace of the transfer matrix exceeds two in modulus. -/
theorem decaying_state_iff_gap (M : Matrix (Fin 2) (Fin 2) ℝ) (hdet : M.det = 1)
    {k : ℝ} (hk : 0 < k) :
    (∃ r : ℂ, Tendsto (fun n => cellState M n (leedState k r)) atTop (𝓝 0)) ↔
      2 < |M.trace| := by
  constructor
  · rintro ⟨r, h⟩
    by_contra hgap
    have ht : |M.trace| ≤ 2 := not_lt.mp hgap
    have hz : ∀ i, leedState k r i = 0 := by
      intro i
      have hi : Tendsto (fun n => cellState M n (leedState k r) i) atTop (𝓝 0) :=
        tendsto_pi_nhds.mp h i
      have hre := no_decay_in_band M.trace ht
        (fun n => (cellState M n (leedState k r) i).re)
        (fun n => by
          simp only [cellState_recurrence M hdet _ n i, Complex.sub_re,
            Complex.re_ofReal_mul])
        ((Complex.continuous_re.tendsto 0).comp hi)
      have him := no_decay_in_band M.trace ht
        (fun n => (cellState M n (leedState k r) i).im)
        (fun n => by
          simp only [cellState_recurrence M hdet _ n i, Complex.sub_im,
            Complex.im_ofReal_mul])
        ((Complex.continuous_im.tendsto 0).comp hi)
      have hs : cellState M 0 (leedState k r) = leedState k r := by simp [cellState]
      simp only [hs] at hre him
      exact Complex.ext hre him
    -- ψ and ψ′ cannot both vanish at the surface
    have z0 : 1 + r = 0 := hz 0
    have z1 : Complex.I * k * (1 - r) = 0 := hz 1
    have hcon : Complex.I * k * 2 = 0 := by
      linear_combination z1 + Complex.I * k * z0
    simp [hk.ne'] at hcon
  · intro hgap
    obtain ⟨r, μ, -, -, -, -, -, -, h⟩ := gap_total_reflection M hdet hgap hk
    exact ⟨r, (h r).mpr rfl⟩

end

end LEEDGapReflection
```

```lean
#print axioms LEEDGapReflection.gap_total_reflection
#print axioms LEEDGapReflection.decaying_state_iff_gap
```

```
'LEEDGapReflection.gap_total_reflection' depends on axioms: [propext, Classical.choice, Quot.sound]
'LEEDGapReflection.decaying_state_iff_gap' depends on axioms: [propext, Classical.choice, Quot.sound]
```

## How the lemmas fit together

`cellState_succ` writes one step of the transfer in components. Applying it twice and using the determinant, `cellState_recurrence` obtains the three-term recurrence directly, without calling the Cayley–Hamilton theorem.

`current_conserved` is an induction on the cell number; its final `linear_combination` multiplies the determinant condition by the current. `current_eq_zero_of_decay` combines this with continuity of the current and uniqueness of limits. `reflection_unique` applies it to the difference of two LEED states.

`exists_multiplier` constructs $\mu=(t-\sqrt{t^2-4})/2$ for $t>2$ and treats $t<-2$ by a change of sign. In `gap_total_reflection`, `Matrix.exists_mulVec_eq_zero_iff` turns the zero determinant of $M-\mu$ into the vector $u$. The step `hD` shows that the matching bracket is nonzero, and `hgeo` proves $v_n=\mu^nv_0$ by induction. The modulus of $r$ then comes from the surface current, not from the quotient formula.

`no_decay_in_band` is the argument with $Q_n$: `hQ` is its conservation and `habs` the constant modulus. `decaying_state_iff_gap` applies it to the real and imaginary parts of both components, and takes the other direction from `gap_total_reflection`.
